# A singlet Shavitt graph with (m+1)(m+2)(2m+3)/6 nodes and at least C(2m,m) walks

Distribute 2m electrons over 2m orbitals in all possible ways and, for each distribution, couple the spins to a singlet in all linearly independent ways. The resulting configuration state functions form the full CI basis for singlets, whose size grows exponentially with m. A Shavitt graph represents each of these functions as a walk, and walks share nodes. How large is the graph itself?

```lean
import Mathlib

namespace ShavittGraph
```

## Triples, arcs and walks

Couple the orbitals one at a time. After some of them, the state is labelled by a Paldus triple (a,b,c) of natural numbers, with

orbitals coupled = a + b + c
electrons placed = 2a + b
total spin S = b/2

```lean
/-- A Paldus triple `(a, b, c)`, a node of the graph. -/
abbrev Node := ℕ × ℕ × ℕ
```

The next orbital is left empty, singly occupied with the spin raised or lowered by 1/2, or doubly occupied.

```lean
/-- The four ways to couple one more orbital: leave it empty, occupy it singly with
the spin going up or down, or occupy it doubly. -/
inductive Step
  | empty | up | down | double
  deriving DecidableEq

/-- There are finitely many steps, namely the four listed. -/
instance : Fintype Step :=
  ⟨{.empty, .up, .down, .double}, fun s => by cases s <;> simp⟩
```

These choices place 0, 1, 1 and 2 electrons.

```lean
/-- The number of electrons that a step places in its orbital. -/
def Step.occupation : Step → ℕ
  | .empty => 0
  | .up => 1
  | .down => 1
  | .double => 2
```

They change the triple by

empty: (0,0,1)
up: (0,1,0)
down: (1,−1,1)
double: (1,0,0)

The spin cannot become negative. In `Arc` this is enforced by letting `down` start only from a triple whose middle entry has the form `b + 1`.

```lean
/-- The arcs of the graph: the steps `(0,0,1)`, `(0,1,0)`, `(1,-1,1)` and `(1,0,0)`
between triples of natural numbers. -/
inductive Arc : Step → Node → Node → Prop
  | empty (a b c : ℕ) : Arc .empty (a, b, c) (a, b, c + 1)
  | up (a b c : ℕ) : Arc .up (a, b, c) (a, b + 1, c)
  | down (a b c : ℕ) : Arc .down (a, b + 1, c) (a + 1, b, c + 1)
  | double (a b c : ℕ) : Arc .double (a, b, c) (a + 1, b, c)
```

A walk is a chain of arcs, recorded by its list of steps. The starting node and the list determine every intermediate node, and the list can be read off from the arcs, so the walks from a given node correspond one-to-one to their lists.

```lean
/-- `Walk u l w` says that the list of steps `l` leads along arcs from `u` to `w`. -/
inductive Walk : Node → List Step → Node → Prop
  | nil (v : Node) : Walk v [] v
  | cons {s : Step} {u v w : Node} {l : List Step} :
      Arc s u v → Walk v l w → Walk u (s :: l) w
```

The walks from (0,0,0) to a chosen head w form the set `walksTo w`. That each one labels one spin-adapted function is the physical reading of the model; the code contains no wavefunctions or Hamiltonian.

```lean
/-- All walks from the origin to the head `w`, recorded by their steps. -/
def walksTo (w : Node) : Set (List Step) := {l | Walk (0, 0, 0) l w}
```

A triple belongs to the graph if the origin leads to it and it leads to the head.

```lean
/-- The nodes that lie on some walk from the origin to the head `w`. -/
def graphNodes (w : Node) : Set Node :=
  {v | (∃ l, Walk (0, 0, 0) l v) ∧ ∃ l, Walk v l w}
```

## Orbital and electron numbers along a walk

Each arc raises a + b + c by 1 and 2a + b by its occupation. Adding these changes over a walk l from u to w gives

(a + b + c at u) + length of l = (a + b + c at w)
(2a + b at u) + electrons placed by l = (2a + b at w)

From the origin to (m,0,m), both the length and the number of electrons are therefore 2m. The proof is an induction on the walk: `cases ha` runs through the four arcs and `omega` does the addition. In Lean, `u.1`, `u.2.1` and `u.2.2` are the a, b and c of u.

```lean
/-- Along a walk `a + b + c` grows by the number of orbitals coupled, and `2a + b` by
the number of electrons placed in them. -/
theorem Walk.counts {u w : Node} {l : List Step} (h : Walk u l w) :
    u.1 + u.2.1 + u.2.2 + l.length = w.1 + w.2.1 + w.2.2 ∧
      2 * u.1 + u.2.1 + (l.map Step.occupation).sum = 2 * w.1 + w.2.1 := by
  induction h with
  | nil v => simp
  | cons ha _ ih =>
    cases ha <;>
      simp only [List.length_cons, List.map_cons, List.sum_cons, Step.occupation] at ih ⊢ <;>
      omega
```

## Four inequalities decide reachability

The arcs change four quantities as follows:

empty: a by 0, c by 1, a+b by 0, b+c by 1
up: a by 0, c by 0, a+b by 1, b+c by 1
down: a by 1, c by 1, a+b by 0, b+c by 0
double: a by 1, c by 0, a+b by 1, b+c by 0

None ever decreases, so a walk from (x,y,z) to (a,b,c) requires

x ≤ a, z ≤ c, x + y ≤ a + b, y + z ≤ b + c.

Conversely, assume these inequalities and let n = (a+b+c) − (x+y+z) be the number of orbitals left. If n = 0, the inequalities force the triples to be equal, and the empty walk suffices. If n > 0, choose the next step thus:

- If y > b, the last two inequalities give x < a and z < c, so `down` is safe.
- If y ≤ b and x < a, take `double`.
- If y ≤ b, x = a and z < c, take `empty`.
- Otherwise x = a and z = c, so n > 0 gives y < b; take `up`.

Each choice preserves the four inequalities and lowers n by one. In the proof, `mono` is the first direction and `build` is this induction, with the cases in the same order.

```lean
/-- One node can be joined to another by a walk exactly when none of `a`, `c`, `a + b`
and `b + c` has to decrease. -/
theorem reachable_iff {x y z a b c : ℕ} :
    (∃ l, Walk (x, y, z) l (a, b, c)) ↔
      x ≤ a ∧ z ≤ c ∧ x + y ≤ a + b ∧ y + z ≤ b + c := by
  constructor
  · -- each arc respects the four inequalities
    have mono : ∀ {u w : Node} {l : List Step}, Walk u l w →
        u.1 ≤ w.1 ∧ u.2.2 ≤ w.2.2 ∧ u.1 + u.2.1 ≤ w.1 + w.2.1 ∧
          u.2.1 + u.2.2 ≤ w.2.1 + w.2.2 := by
      intro u w l h
      induction h with
      | nil v => exact ⟨le_rfl, le_rfl, le_rfl, le_rfl⟩
      | cons ha _ ih => cases ha <;> dsimp only at ih ⊢ <;> omega
    rintro ⟨l, h⟩
    exact mono h
  · -- build the walk by induction on the number of orbitals still to be coupled
    have build : ∀ n x y z : ℕ, (x ≤ a ∧ z ≤ c ∧ x + y ≤ a + b ∧ y + z ≤ b + c ∧
        x + y + z + n = a + b + c) → ∃ l, Walk (x, y, z) l (a, b, c) := by
      intro n
      induction n with
      | zero =>
        intro x y z h
        have hx : x = a := by omega
        have hy : y = b := by omega
        have hz : z = c := by omega
        rw [hx, hy, hz]
        exact ⟨[], .nil _⟩
      | succ n ih =>
        intro x y z h
        by_cases hy : b < y
        · obtain ⟨k, rfl⟩ : ∃ k, y = k + 1 := ⟨y - 1, by omega⟩
          obtain ⟨l, hl⟩ := ih (x + 1) k (z + 1) (by omega)
          exact ⟨_, .cons (.down x k z) hl⟩
        by_cases hx : x < a
        · obtain ⟨l, hl⟩ := ih (x + 1) y z (by omega)
          exact ⟨_, .cons (.double x y z) hl⟩
        by_cases hz : z < c
        · obtain ⟨l, hl⟩ := ih x y (z + 1) (by omega)
          exact ⟨_, .cons (.empty x y z) hl⟩
        · obtain ⟨l, hl⟩ := ih x (y + 1) z (by omega)
          exact ⟨_, .cons (.up x y z) hl⟩
    intro h
    exact build (a + b + c - (x + y + z)) x y z (by omega)
```

## Counting nodes in square layers

The origin reaches every triple, since all four left-hand sides are then zero. A triple (x,y,z) reaches (m,0,m) exactly when

x + y ≤ m and y + z ≤ m,

which already imply x ≤ m and z ≤ m. For fixed y, both x and z run independently from 0 to m − y, giving a square of (m−y+1)² nodes. With k = m − y,

number of nodes = Σ (k+1)² for k = 0,…,m = (m+1)(m+2)(2m+3)/6.

The sum formula follows by induction, because

(n+1)(n+2)(2n+3) + 6(n+2)² = (n+2)(n+3)(2n+5).

In Lean, `hS` writes the graph as the union of these layers, `hsum` is the sum formula, and the last part shows that layers with different b are disjoint. The factor 6 stands on the left to avoid division.

```lean
/-- The graph with head `(m, 0, m)` has `(m+1)(m+2)(2m+3)/6` nodes. -/
theorem card_graphNodes (m : ℕ) :
    6 * (graphNodes (m, 0, m)).ncard = (m + 1) * (m + 2) * (2 * m + 3) := by
  -- the layer `b = m - k` is a square of side `k + 1`
  have hS : graphNodes (m, 0, m) = (((Finset.range (m + 1)).biUnion fun k =>
      (Finset.range (k + 1) ×ˢ Finset.range (k + 1)).image
        fun p => ((p.1, m - k, p.2) : Node) : Finset Node) : Set Node) := by
    ext ⟨x, y, z⟩
    simp only [graphNodes, Set.mem_ofPred_eq, reachable_iff, Finset.mem_coe,
      Finset.mem_biUnion, Finset.mem_image, Finset.mem_product, Finset.mem_range,
      Prod.mk.injEq, Prod.exists]
    constructor
    · rintro ⟨-, h⟩
      exact ⟨m - y, by omega, x, z, by omega, rfl, by omega, rfl⟩
    · rintro ⟨k, hk, p, q, hpq, h1, h2, h3⟩
      omega
  have hsum : ∀ n : ℕ, 6 * ∑ k ∈ Finset.range (n + 1), (k + 1) * (k + 1) =
      (n + 1) * (n + 2) * (2 * n + 3) := by
    intro n
    induction n with
    | zero => simp
    | succ n ih => rw [Finset.sum_range_succ, mul_add, ih]; ring
  rw [hS, Set.ncard_coe_finset, Finset.card_biUnion, ← hsum]
  · congr 1
    refine Finset.sum_congr rfl fun k _ => ?_
    rw [Finset.card_image_of_injective, Finset.card_product, Finset.card_range]
    rintro ⟨p, q⟩ ⟨p', q'⟩ h
    simpa using h
  · intro i hi j hj hij
    refine Finset.disjoint_left.2 fun v hv hw => ?_
    simp only [Finset.mem_image] at hv hw
    obtain ⟨p, -, rfl⟩ := hv
    obtain ⟨q, -, h⟩ := hw
    have h' : m - j = m - i := congrArg (fun v : Node => v.2.1) h
    simp at hi hj
    omega
```

For m = 1 the layers contain 4 + 1 = 5 nodes: (0,0,0), (1,0,0), (0,0,1), (1,0,1) and (0,1,0). Three walks reach (1,0,1): double–empty, empty–double and up–down. These are the three singlets of two electrons in two orbitals, and the bound below gives C(2,1) = 2.

## Closed-shell walks give a binomial bound

Keep only walks with empty and doubly occupied orbitals. If p doubles and q empties remain, let P(p,q) be the number of ways to order them. Sorting by the first step gives

P(p+1,q+1) = P(p,q+1) + P(p+1,q), P(0,q) = P(p,0) = 1,

so P(p,q) = C(p+q,p) by Pascal's rule. Open-shell walks can only add to this number, and for large m they add most of the basis: the exact number of walks to (m,0,m), not proved here, is C(2m+1,m)²/(2m+1), which grows like 16^m up to a power of m, while C(2m,m) grows only like 4^m up to such a power.

The lemma `key` builds a finite set of that size: it puts `double` in front of one family and `empty` in front of the other, and the two are disjoint because their first steps differ. Since `ncard` assigns 0 to an infinite set, `hfin` is needed too; it follows from the fixed walk length.

```lean
/-- At least `C(a+c, a)` walks lead from the origin to the head `(a, 0, c)`. -/
theorem choose_le_walks (a c : ℕ) :
    (a + c).choose a ≤ (walksTo (a, 0, c)).ncard := by
  -- if `x + p = a` and `z + q = c`, some `C(p+q, p)` walks lead from `(x, 0, z)` to the head
  have key : ∀ p q x z : ℕ, x + p = a → z + q = c → ∃ F : Finset (List Step),
      F.card = (p + q).choose p ∧ ∀ l ∈ F, Walk (x, 0, z) l (a, 0, c) := by
    intro p
    induction p with
    | zero =>
      intro q x z hx hz
      obtain ⟨l, hl⟩ : ∃ l, Walk (x, 0, z) l (a, 0, c) := reachable_iff.2 (by omega)
      exact ⟨{l}, by simp, by simpa using hl⟩
    | succ p ihp =>
      intro q
      induction q with
      | zero =>
        intro x z hx hz
        obtain ⟨l, hl⟩ : ∃ l, Walk (x, 0, z) l (a, 0, c) := reachable_iff.2 (by omega)
        exact ⟨{l}, by simp, by simpa using hl⟩
      | succ q ihq =>
        intro x z hx hz
        obtain ⟨F, hF, hF'⟩ := ihp (q + 1) (x + 1) z (by omega) hz
        obtain ⟨G, hG, hG'⟩ := ihq x (z + 1) hx (by omega)
        refine ⟨F.image (List.cons Step.double) ∪ G.image (List.cons Step.empty), ?_, ?_⟩
        · have e1 : p + 1 + (q + 1) = p + (q + 1) + 1 := by omega
          have e2 : p + 1 + q = p + (q + 1) := by omega
          have hd : Disjoint (F.image (List.cons Step.double))
              (G.image (List.cons Step.empty)) := by
            refine Finset.disjoint_left.2 fun l hl hl' => ?_
            simp only [Finset.mem_image] at hl hl'
            obtain ⟨l₁, -, rfl⟩ := hl
            obtain ⟨l₂, -, h⟩ := hl'
            simp at h
          rw [Finset.card_union_of_disjoint hd,
            Finset.card_image_of_injective _ List.cons_injective,
            Finset.card_image_of_injective _ List.cons_injective, hF, hG, e1,
            Nat.choose_succ_succ' (p + (q + 1)) p, e2]
        · intro l hl
          simp only [Finset.mem_union, Finset.mem_image] at hl
          rcases hl with ⟨k, hk, rfl⟩ | ⟨k, hk, rfl⟩
          · exact .cons (.double x 0 z) (hF' k hk)
          · exact .cons (.empty x 0 z) (hG' k hk)
  -- all walks to a given head have the same length, so there are finitely many
  have hfin : (walksTo (a, 0, c)).Finite := by
    refine (List.finite_length_eq Step (a + c)).subset fun l hl => ?_
    have h := (show Walk (0, 0, 0) l (a, 0, c) from hl).counts.1
    simpa using h
  obtain ⟨F, hF, hF'⟩ := key a c 0 0 (by omega) (by omega)
  rw [← hF, ← Set.ncard_coe_finset F]
  exact Set.ncard_le_ncard (fun l hl => hF' l (Finset.mem_coe.1 hl)) hfin
```

## Cubic graph, exponential basis

Setting a = c = m puts the two counts side by side.

```lean
/-- For the singlet head `(m, 0, m)`, with `2m` electrons in `2m` orbitals, the graph has
`(m+1)(m+2)(2m+3)/6` nodes, while at least `C(2m, m)` walks run through it. -/
theorem cubic_graph_exponential_walks (m : ℕ) :
    6 * (graphNodes (m, 0, m)).ncard = (m + 1) * (m + 2) * (2 * m + 3) ∧
      (2 * m).choose m ≤ (walksTo (m, 0, m)).ncard := by
  refine ⟨card_graphNodes m, ?_⟩
  rw [two_mul]
  exact choose_le_walks m m
```

To see the exponential, take m > 0. The binomial coefficients C(2m,j) sum to 4^m. The two outer ones add up to 2 ≤ C(2m,m), and each of the other 2m − 1 is at most C(2m,m). Hence

4^m ≤ 2m · C(2m,m) ≤ 2m · (number of walks).

Mathlib supplies the first inequality. At m = 0 the outer relation would read 1 ≤ 0.

```lean
/-- For `m > 0` the number of walks to the head `(m, 0, m)` is at least `4^m / (2m)`. -/
theorem four_pow_le_walks (m : ℕ) (hm : 0 < m) :
    4 ^ m ≤ 2 * m * (walksTo (m, 0, m)).ncard := by
  refine (Nat.four_pow_le_two_mul_self_mul_centralBinom m hm).trans
    (Nat.mul_le_mul_left _ ?_)
  rw [Nat.centralBinom_eq_two_mul_choose]
  exact (cubic_graph_exponential_walks m).2

end ShavittGraph
```

```lean
#print axioms ShavittGraph.cubic_graph_exponential_walks
#print axioms ShavittGraph.four_pow_le_walks
```

```
'ShavittGraph.cubic_graph_exponential_walks' depends on axioms: [propext, Classical.choice, Quot.sound]
'ShavittGraph.four_pow_le_walks' depends on axioms: [propext, Classical.choice, Quot.sound]
```

Dividing the cubic node count by this lower bound shows that, for m > 0, the number of nodes per walk is at most m(m+1)(m+2)(2m+3)/(3·4^m), which tends to zero as m grows. This limit is left unformalised here. For full CI singlets with as many electrons as orbitals and no point-group symmetry, the graph is thus a compact index of the basis, though a CI vector stored in full still needs one coefficient per walk.
